# Imaginary-time energy on finitely many levels: its slope is minus twice the variance, and its limit is the lowest occupied level

Take finitely many real energies \(E_i\) with weights \(w_i \ge 0\), not all zero, call a level occupied if \(w_i > 0\), and set \(\hbar = 1\), so that the imaginary time \(t\) is an inverse energy. The squared norm and the mean energy at time \(t\) are

\[
Z(t) = \sum_i w_i\, e^{-2tE_i}, \qquad \bar E(t) = \frac{1}{Z(t)} \sum_i w_i E_i\, e^{-2tE_i}.
\]

```lean
import Mathlib

open Filter Topology

namespace ImaginaryTimeEnergy

noncomputable section

variable {ι : Type*} [Fintype ι]

/-- Squared norm at imaginary time `t` of a state with initial weights `w` on levels `E`. -/
def sqNorm (w E : ι → ℝ) (t : ℝ) : ℝ := ∑ i, w i * Real.exp (-2 * t * E i)

/-- Mean at imaginary time `t` of a quantity with value `f i` on level `i`;
meant for weights with non-zero `sqNorm`. -/
def mean (w E f : ι → ℝ) (t : ℝ) : ℝ :=
  (∑ i, w i * f i * Real.exp (-2 * t * E i)) / sqNorm w E t

/-- Mean energy at imaginary time `t`, for weights with non-zero `sqNorm`. -/
def energy (w E : ι → ℝ) (t : ℝ) : ℝ := mean w E E t

/-- Energy variance at imaginary time `t`: the mean squared deviation from the mean energy,
for weights with non-zero `sqNorm`. -/
def variance (w E : ι → ℝ) (t : ℝ) : ℝ :=
  mean w E (fun i => (E i - energy w E t) ^ 2) t

/-- An amplitude `c` on a level of energy `e`, damped by `exp(-te)`, has squared modulus
`|c|² exp(-2te)`. -/
theorem sq_norm_damped (c : ℂ) (e t : ℝ) :
    ‖(Real.exp (-t * e) : ℂ) * c‖ ^ 2 = ‖c‖ ^ 2 * Real.exp (-2 * t * e) := by
  have h : Real.exp (-2 * t * e) = Real.exp (-t * e) * Real.exp (-t * e) := by
    rw [← Real.exp_add]
    ring_nf
  rw [norm_mul, Complex.norm_real, Real.norm_of_nonneg (Real.exp_pos _).le, h]
  ring

/-- The squared norm stays positive if no weight is negative and some weight is positive. -/
theorem sqNorm_pos {w E : ι → ℝ} (hw : ∀ i, 0 ≤ w i) (h : ∃ i, 0 < w i) (t : ℝ) :
    0 < sqNorm w E t := by
  obtain ⟨k, hk⟩ := h
  exact Finset.sum_pos' (fun i _ => mul_nonneg (hw i) (Real.exp_pos _).le)
    ⟨k, Finset.mem_univ k, mul_pos hk (Real.exp_pos _)⟩


/-- The variance is the mean squared energy minus the square of the mean energy, for
non-negative weights that are not all zero. -/
theorem variance_eq {w E : ι → ℝ} (hw : ∀ i, 0 ≤ w i) (h : ∃ i, 0 < w i) (t : ℝ) :
    variance w E t = mean w E (fun i => E i ^ 2) t - energy w E t ^ 2 := by
  have hZ := (sqNorm_pos (E := E) hw h t).ne'
  have hN : ∑ i, w i * E i * Real.exp (-2 * t * E i) = energy w E t * sqNorm w E t :=
    (div_mul_cancel₀ _ hZ).symm
  -- expand the square under the sum
  have hsum : ∀ m : ℝ, ∑ i, w i * (E i - m) ^ 2 * Real.exp (-2 * t * E i)
      = ∑ i, w i * E i ^ 2 * Real.exp (-2 * t * E i)
        - 2 * m * ∑ i, w i * E i * Real.exp (-2 * t * E i) + m ^ 2 * sqNorm w E t := by
    intro m
    simp only [sqNorm, Finset.mul_sum]
    rw [← Finset.sum_sub_distrib, ← Finset.sum_add_distrib]
    exact Finset.sum_congr rfl fun i _ => by ring
  unfold variance mean
  rw [hsum, hN, div_eq_iff hZ, sub_mul, div_mul_cancel₀ _ hZ]
  ring

/-- The mean energy falls at twice the energy variance, `dE/dt = -2 Var`, for non-negative
weights that are not all zero. -/
theorem hasDerivAt_energy {w E : ι → ℝ} (hw : ∀ i, 0 ≤ w i) (h : ∃ i, 0 < w i) (t : ℝ) :
    HasDerivAt (energy w E) (-2 * variance w E t) t := by
  have hsum : ∀ a : ι → ℝ, HasDerivAt (fun s => ∑ i, a i * Real.exp (-2 * s * E i))
      (-2 * ∑ i, a i * E i * Real.exp (-2 * t * E i)) t := by
    intro a
    rw [Finset.mul_sum]
    refine HasDerivAt.fun_sum fun i _ => ?_
    have h1 : HasDerivAt (fun s : ℝ => -2 * s * E i) (-2 * E i) t :=
      (((hasDerivAt_id' t).const_mul (-2 : ℝ)).mul_const (E i)).congr_deriv (by ring)
    exact (h1.exp.const_mul (a i)).congr_deriv (by ring)
  have hN : HasDerivAt (fun s => ∑ i, w i * E i * Real.exp (-2 * s * E i))
      (-2 * ∑ i, w i * E i ^ 2 * Real.exp (-2 * t * E i)) t :=
    (hsum fun i => w i * E i).congr_deriv
      (congrArg (-2 * ·) (Finset.sum_congr rfl fun i _ => by ring))
  have hD : HasDerivAt (fun s => sqNorm w E s)
      (-2 * ∑ i, w i * E i * Real.exp (-2 * t * E i)) t := hsum w
  have hZ := (sqNorm_pos (E := E) hw h t).ne'
  have key : ∀ M N Z : ℝ, Z ≠ 0 →
      (-2 * M * Z - N * (-2 * N)) / Z ^ 2 = -2 * (M / Z - (N / Z) ^ 2) := by
    intro M N Z hZ
    field_simp
    ring
  -- quotient rule
  refine (hN.fun_div hD hZ).congr_deriv ?_
  rw [variance_eq hw h]
  exact key _ _ _ hZ

/-- If no weight is negative and two levels of different energy have positive weight, the mean
energy decreases strictly in imaginary time. -/
theorem energy_strictAnti {w E : ι → ℝ} (hw : ∀ i, 0 ≤ w i) {i j : ι} (hi : 0 < w i)
    (hj : 0 < w j) (hij : E i ≠ E j) : StrictAnti (energy w E) := by
  refine strictAnti_of_deriv_neg fun t => ?_
  rw [(hasDerivAt_energy hw ⟨i, hi⟩ t).deriv]
  -- one of the two levels differs from the mean
  have hl : ∃ l, 0 < w l ∧ E l ≠ energy w E t := by
    by_cases h : E i = energy w E t
    · exact ⟨j, hj, fun h' => hij (h.trans h'.symm)⟩
    · exact ⟨i, hi, h⟩
  obtain ⟨l, hl, hne⟩ := hl
  have hsq : 0 < (E l - energy w E t) ^ 2 :=
    lt_of_le_of_ne (sq_nonneg _) (pow_ne_zero 2 (sub_ne_zero.2 hne)).symm
  have hv : 0 < variance w E t :=
    div_pos (Finset.sum_pos'
      (fun i _ => mul_nonneg (mul_nonneg (hw i) (sq_nonneg _)) (Real.exp_pos _).le)
      ⟨l, Finset.mem_univ l, mul_pos (mul_pos hl hsq) (Real.exp_pos _)⟩)
      (sqNorm_pos hw ⟨i, hi⟩ t)
  linarith

/-- For non-negative weights and `k` a lowest level of positive weight, the mean energy is at
least `E k`, and its excess is bounded by a sum of exponentials in the gaps. -/
theorem excess_bounds {w E : ι → ℝ} (hw : ∀ i, 0 ≤ w i) {k : ι} (hk : 0 < w k)
    (hmin : ∀ i, 0 < w i → E k ≤ E i) (t : ℝ) :
    E k ≤ energy w E t ∧ energy w E t - E k ≤
      (∑ i, w i * (E i - E k) * Real.exp (-2 * t * (E i - E k))) / w k := by
  have hZ := sqNorm_pos (E := E) hw ⟨k, hk⟩ t
  set S := ∑ i, w i * (E i - E k) * Real.exp (-2 * t * (E i - E k)) with hSdef
  have hS : 0 ≤ S := Finset.sum_nonneg fun i _ => by
    rcases (hw i).eq_or_lt with h | h
    · simp [← h]
    · exact mul_nonneg (mul_nonneg h.le (sub_nonneg.2 (hmin i h))) (Real.exp_pos _).le
  -- factor out the exponential of the lowest occupied level
  have hfac : S * Real.exp (-2 * t * E k)
      = ∑ i, w i * E i * Real.exp (-2 * t * E i) - E k * sqNorm w E t := by
    rw [hSdef, sqNorm, Finset.sum_mul, Finset.mul_sum, ← Finset.sum_sub_distrib]
    refine Finset.sum_congr rfl fun i _ => ?_
    have he : Real.exp (-2 * t * E i)
        = Real.exp (-2 * t * (E i - E k)) * Real.exp (-2 * t * E k) := by
      rw [← Real.exp_add]
      ring_nf
    rw [he]
    ring
  have hex : energy w E t - E k = S * Real.exp (-2 * t * E k) / sqNorm w E t := by
    rw [hfac, sub_div, mul_div_cancel_right₀ _ hZ.ne']
    rfl
  have hle : w k * Real.exp (-2 * t * E k) ≤ sqNorm w E t :=
    Finset.single_le_sum (f := fun i => w i * Real.exp (-2 * t * E i))
      (fun i _ => mul_nonneg (hw i) (Real.exp_pos _).le) (Finset.mem_univ k)
  constructor
  · rw [← sub_nonneg, hex]
    exact div_nonneg (mul_nonneg hS (Real.exp_pos _).le) hZ.le
  · rw [hex, div_le_div_iff₀ hZ hk]
    linarith [mul_le_mul_of_nonneg_left hle hS]

/-- For non-negative weights the mean energy tends, at long imaginary time, to the least energy
among the levels of positive weight. -/
theorem tendsto_energy {w E : ι → ℝ} (hw : ∀ i, 0 ≤ w i) {E₀ : ℝ}
    (hE : IsLeast (E '' {i | 0 < w i}) E₀) : Tendsto (energy w E) atTop (𝓝 E₀) := by
  obtain ⟨⟨k, hk, rfl⟩, hlow⟩ := hE
  have hmin : ∀ i, 0 < w i → E k ≤ E i := fun i hi => hlow ⟨i, hi, rfl⟩
  -- every term of the bound dies out
  have hsum : Tendsto (fun t : ℝ => ∑ i, w i * (E i - E k) * Real.exp (-2 * t * (E i - E k)))
      atTop (𝓝 (∑ _i : ι, (0 : ℝ))) := by
    refine tendsto_finsetSum _ fun i _ => ?_
    rcases (hw i).eq_or_lt with h | h
    · simp [← h]
    rcases (hmin i h).eq_or_lt with e | e
    · simp [e]
    have h1 : Tendsto (fun t : ℝ => -2 * t * (E i - E k)) atTop atBot := by
      have h0 := (tendsto_id : Tendsto (id : ℝ → ℝ) atTop atTop).const_mul_atTop_of_neg
        (r := -2 * (E i - E k)) (by linarith)
      exact h0.congr fun t => by simp only [id]; ring
    have h2 := (Real.tendsto_exp_atBot.comp h1).const_mul (w i * (E i - E k))
    simpa only [mul_zero, Function.comp_def] using h2
  have hlim := hsum.div_const (w k)
  rw [Finset.sum_const_zero, zero_div] at hlim
  have h3 : Tendsto (fun t => energy w E t - E k) atTop (𝓝 0) :=
    squeeze_zero (fun t => sub_nonneg.2 (excess_bounds hw hk hmin t).1)
      (fun t => (excess_bounds hw hk hmin t).2) hlim
  have h4 := h3.add_const (E k)
  simpa only [sub_add_cancel, zero_add] using h4

end

end ImaginaryTimeEnergy
```

```lean
#print axioms ImaginaryTimeEnergy.sq_norm_damped
#print axioms ImaginaryTimeEnergy.energy_strictAnti
#print axioms ImaginaryTimeEnergy.tendsto_energy
```

```
'ImaginaryTimeEnergy.sq_norm_damped' depends on axioms: [propext, Classical.choice, Quot.sound]
'ImaginaryTimeEnergy.energy_strictAnti' depends on axioms: [propext, Classical.choice, Quot.sound]
'ImaginaryTimeEnergy.tendsto_energy' depends on axioms: [propext, Classical.choice, Quot.sound]
```

## Slope, monotonicity and limit as stated in Lean

The finite type `ι` labels the levels, and `w` and `E` are real functions on it. `sqNorm w E t` is \(Z(t)\), and `energy w E t` is \(\bar E(t)\). The weights need not sum to one: the normalised probability of level \(i\) is \(p_i(t) = w_i e^{-2tE_i}/Z(t)\), and `mean` averages any level-dependent quantity with these probabilities. The variance is defined as a mean squared deviation,

\[
\operatorname{Var}(t) = \sum_i p_i(t)\,\bigl(E_i - \bar E(t)\bigr)^2,
\]

so the derivative formula is not built into it.

There are three main statements, all for non-negative weights.

- `hasDerivAt_energy`: if some weight is positive, \(\bar E\) is differentiable at every real \(t\), with derivative \(-2\operatorname{Var}(t)\).
- `energy_strictAnti`: if two occupied levels have different energies, \(\bar E\) is strictly decreasing.
- `tendsto_energy`: if \(E_0\) is the least energy among the occupied levels, then \(\bar E(t) \to E_0\) as \(t \to \infty\). The hypothesis `IsLeast (E '' {i | 0 < w i}) E₀` says that \(E_0\) is attained on an occupied level and that no occupied level lies below it. The subscript zero marks this value and is not a level index.

## From amplitudes to weights

Let a Hamiltonian \(H\) have orthonormal eigenvectors \(|i\rangle\) with energies \(E_i\), and let the initial state have amplitudes \(c_i\). The equation \(d\psi/dt = -H\psi\) damps each amplitude to \(e^{-tE_i}c_i\). Its squared modulus is \(|c_i|^2 e^{-2tE_i}\), which is what `sq_norm_damped` proves for a single level. With \(w_i = |c_i|^2\), \(Z(t)\) is therefore \(\langle\psi|\psi\rangle\) and \(\bar E(t)\) is the Rayleigh quotient \(\langle\psi|H|\psi\rangle/\langle\psi|\psi\rangle\). The operator, its diagonalisation and the evolution equation belong to this physical reading; the Lean statements start from levels and weights.

For imaginary-time projection in a finite basis, with exact propagation and neither time-step nor sampling error, the result says where the energy ends up: at the lowest level that the starting state overlaps. A start with no ground-state component, for instance one of a different symmetry, stays above the ground-state energy.

## Why the slope is minus twice the variance

Write \(N = \sum_i w_i E_i e^{-2tE_i}\) and \(M = \sum_i w_i E_i^2 e^{-2tE_i}\), so that \(\bar E = N/Z\). Every term of \(Z\) is non-negative and one is positive, hence \(Z > 0\); this is `sqNorm_pos`. Expanding the square in the variance gives

\[
\operatorname{Var} = \frac{M - 2\bar E N + \bar E^2 Z}{Z} = \frac{M}{Z} - \bar E^2,
\]

which is `variance_eq`. Each time derivative brings down a factor \(-2E_i\), so \(Z' = -2N\) and \(N' = -2M\). The quotient rule then yields

\[
\bar E' = \frac{N'Z - NZ'}{Z^2} = \frac{-2MZ + 2N^2}{Z^2} = -2\left(\frac{M}{Z} - \frac{N^2}{Z^2}\right) = -2\operatorname{Var}.
\]

In `hasDerivAt_energy`, the step `hsum` differentiates such a sum for arbitrary coefficients and is used for both \(N\) and \(Z\). The step `key` is the final algebra.

If two occupied levels have different energies, they cannot both equal \(\bar E(t)\). At least one contributes a positive term to the variance, and no term is negative, so the slope is negative at every \(t\). `energy_strictAnti` makes this choice of level by cases and concludes with `strictAnti_of_deriv_neg`.

## Why the energy tends to the lowest occupied level

Let \(k\) be an occupied level of least energy, and define

\[
S(t) = \sum_i w_i (E_i - E_k)\, e^{-2t(E_i - E_k)}.
\]

Unoccupied levels contribute zero and occupied ones have \(E_i \ge E_k\), so \(S \ge 0\). Factoring out \(e^{-2tE_k}\) gives

\[
\bar E(t) - E_k = \frac{N - E_k Z}{Z} = \frac{S(t)\, e^{-2tE_k}}{Z(t)}.
\]

Since \(Z\) contains the term \(w_k e^{-2tE_k}\) and no negative terms, \(Z \ge w_k e^{-2tE_k}\). Therefore

\[
0 \le \bar E(t) - E_k \le \frac{S(t)}{w_k}.
\]

This is `excess_bounds`, where `hfac` does the factoring, `hex` rewrites the excess and `hle` bounds \(Z\) from below.

It remains to show that \(S(t) \to 0\). In `tendsto_energy` each term falls into one of three cases: the weight is zero, the energy equals \(E_k\), or the gap is positive and the exponential decays. The first case matters when an unoccupied level lies below \(E_k\): its exponential grows, but its coefficient is zero. The lemma `squeeze_zero` then carries the limit over to the excess energy.

## One level and two levels

With a single occupied level the variance vanishes and \(\bar E\) is constant, in agreement with the slope formula. With two equally weighted levels \(E_1 < E_2\) and gap \(\Delta = E_2 - E_1\),

\[
\bar E(t) = \frac{E_1 + E_2}{2} - \frac{\Delta}{2}\tanh(t\Delta), \qquad \operatorname{Var}(t) = \frac{\Delta^2}{4\cosh^2(t\Delta)}.
\]

Differentiating the first expression gives minus twice the second. The energy is at the midpoint at \(t = 0\) and tends to \(E_1\) as \(t \to \infty\), without reaching it at any finite \(t\).
